# A similarity transformation by $1+r/2$ removes the $1/r$ potential from the s-wave relative Hamiltonian of Hooke's atom

Take the s-wave relative operator of Hooke's atom, in atomic units, with trap frequency $1/2$ and with $r$ the distance between the two electrons,

$$h f = -f'' - \frac{2f'}{r} + \Big(\frac{r^2}{16} + \frac1r\Big) f ,$$

and apply it to $1 + r/2$, which is the constant function $f = 1$ times a linear correlation factor. The kinetic part gives $-1/r$. The repulsion gives $(1/r)(1+r/2) = 1/r + 1/2$. The two singular terms cancel, and division by $1+r/2$ leaves $r^2/16 + 1/(2+r)$, which is finite at $r = 0$.

I believe that the same thing happens for every twice differentiable $f$ and every $r>0$:

$$\frac{h\big((1+r/2)f\big)}{1+r/2} = -f'' - \frac{2f'}{r} - \frac{2f'}{2+r} + \Big(\frac{r^2}{16}+\frac{1}{2+r}\Big) f ,$$

and that $e^{-r^2/8}$ is an exact eigenfunction of the right-hand side with eigenvalue $5/4$. Can this be made rigorous and checked by machine, and is the slope $1/2$ really special?

## The Coulomb coefficient is $1-2c$ for a factor of slope $c$

Yes to both, where "special" means special among the factors $1+cr$ with $c \ge 0$. It helps to leave the slope $c$ free at first. Let $g = (1+cr)f$. The product rule gives

$$g' = c f + (1+cr) f', \qquad g'' = 2c f' + (1+cr) f'' .$$

Substitution into $h$ yields

$$h g = -(1+cr)f'' - 2c f' - \frac{2c f}{r} - \frac{2(1+cr)f'}{r} + \Big(\frac{r^2}{16}+\frac1r\Big)(1+cr) f .$$

For $c \ge 0$ and $r>0$ the factor $1+cr$ is positive, so we may divide by it:

$$\frac{hg}{1+cr} = -f'' - \frac{2f'}{r} - \frac{2c f'}{1+cr} + \Big(\frac{r^2}{16} + \frac1r - \frac{2c}{r(1+cr)}\Big) f .$$

Since $\frac{1}{r(1+cr)} = \frac1r - \frac{c}{1+cr}$, the bracket is the effective potential

$$V_c(r) = \frac{r^2}{16} + \frac{1-2c}{r} + \frac{2c^2}{1+cr} .$$

At $c=0$ this is the original potential. At $c = 1/2$ the middle term vanishes, the last one becomes $1/(2+r)$, and the new derivative term becomes $-2f'/(2+r)$. This is the claimed formula. The term $-2f'/r$ is still there: it belongs to the radial kinetic energy, and only the potential has lost its singularity.

**No other slope works.** Suppose that $c\ge 0$ and $|V_c(r)| \le B$ for $0<r\le 1$. Then

$$1-2c = r\Big(V_c(r) - \frac{r^2}{16} - \frac{2c^2}{1+cr}\Big),$$

so $|1-2c| \le K r$ with $K = B + 1 + 2c^2$. If $1-2c$ were nonzero, the case $r=1$ would give $K \ge |1-2c| > 0$. The distance $r = |1-2c|/(2K)$ would then lie in the allowed range and give $|1-2c| \le |1-2c|/2$, a contradiction. Conversely, $0 \le V_{1/2}(r) \le 1/16 + 1/2 < 1$ on the same interval.

**The Gaussian.** Let $\varphi = e^{-r^2/8}$. Then $\varphi' = -\frac r4\varphi$ and $\varphi'' = \big(\frac{r^2}{16}-\frac14\big)\varphi$. The transformed operator multiplies $\varphi$ by

$$-\frac{r^2}{16}+\frac14 + \frac12 + \frac{r}{2(2+r)} + \frac{r^2}{16} + \frac{1}{2+r} = \frac34 + \frac{r+2}{2(2+r)} = \frac54 .$$

Multiplying back by $1+r/2$ gives $h\big((1+r/2)\varphi\big) = \frac54 (1+r/2)\varphi$.

**Numbers at $r=2$.** Here $\varphi' = -\frac12\varphi$ and $\varphi''=0$. The transformed operator gives $0 + \frac12 + \frac14 + \big(\frac14+\frac14\big) = \frac54$ times $\varphi$. For the original operator, $g = 2\varphi$, $g' = -\frac12\varphi$ and $g'' = -\frac12\varphi$, so $hg = \big(\frac12 + \frac12 + \frac34\cdot 2\big)\varphi = \frac52\varphi = \frac54 g$.

## What the Lean definitions and theorems say

In atomic units, `hooke` is the relative Hamiltonian of two electrons in a harmonic trap of frequency $1/2$, restricted to zero angular momentum. The trap gives $r^2/16$ and the electron repulsion gives $1/r$. A wavefunction is a real function `f : ℝ → ℝ`, and `hooke f r` is the value of $hf$ at the distance `r`. The full radial function is used, not $r$ times it, which is why $-2f'/r$ appears.

The function `dress c f` is $(1+cr)f$, `effectivePotential c r` is $V_c(r)$, and `tcHooke` is the transcorrelated operator written out explicitly. The hypothesis `TwiceDifferentiable f` says that `f` and `deriv f` are differentiable at every positive distance. It asks for nothing at the origin and does not require $f''$ to be continuous. Lean's `deriv` returns zero where no derivative exists, so this hypothesis is what makes the formulas speak of true derivatives.

The results are as follows.

- `hooke_dress_div` is the transformation for any slope `c` with `0 ≤ c`, at any `r` with `0 < r`.
- `hooke_transcorrelated` is the formula in the question.
- `effectivePotential_bounded_iff` says that, for `0 ≤ c`, a bound on $|V_c|$ over $0<r\le1$ exists if and only if `c = 1 / 2`.
- `tcHooke_gaussian` and `hooke_eigenfunction` are the two eigenvalue equations, with value $5/4$.

The eigenvalue equations are pointwise differential equations on $r>0$. The theorems do not introduce a Hilbert space, an operator domain or a boundary condition at the origin, and they do not identify the state as the ground state. The value $5/4$ belongs to the relative motion alone, without the centre-of-mass energy. The functions are unnormalised: with the weight $r^2\,dr$, the radial function $(1+r/2)e^{-r^2/8}$ is normalised by dividing it by $\sqrt{8+5\sqrt\pi}$, which leaves the eigenvalue unchanged.

For this two-electron model with one trap frequency, the result shows the idea behind transcorrelated methods in electronic structure: a correlation factor moved into the Hamiltonian takes away the Coulomb singularity, and the function left to represent is a smooth Gaussian.

```lean
import Mathlib

open Filter Topology

namespace HookeTranscorrelation

noncomputable section

/-- The relative radial Hamiltonian of Hooke's atom, with harmonic confinement `r^2/16` and
repulsion `1/r`, on the domain `r > 0`. -/
def hooke (f : ℝ → ℝ) (r : ℝ) : ℝ :=
  -deriv (deriv f) r - 2 * deriv f r / r + (r ^ 2 / 16 + 1 / r) * f r

/-- The function `f` multiplied by the linear correlation factor `1 + c r`. -/
def dress (c : ℝ) (f : ℝ → ℝ) : ℝ → ℝ := fun s => (1 + c * s) * f s

/-- The radial function is twice differentiable at every positive distance. -/
def TwiceDifferentiable (f : ℝ → ℝ) : Prop :=
  ∀ r, 0 < r → DifferentiableAt ℝ f r ∧ DifferentiableAt ℝ (deriv f) r

/-- The effective potential for a correlation factor of slope `c`, on the domain
`r > 0`, `1 + c r ≠ 0`. -/
def effectivePotential (c r : ℝ) : ℝ :=
  r ^ 2 / 16 + (1 - 2 * c) / r + 2 * c ^ 2 / (1 + c * r)

/-- The transcorrelated radial Hamiltonian, with potential `r^2/16 + 1/(2+r)`, on the
domain `r > 0`. -/
def tcHooke (f : ℝ → ℝ) (r : ℝ) : ℝ :=
  -deriv (deriv f) r - 2 * deriv f r / r - 2 * deriv f r / (2 + r)
    + (r ^ 2 / 16 + 1 / (2 + r)) * f r

/-- The Gaussian `exp(-r^2/8)`. -/
def gaussian (r : ℝ) : ℝ := Real.exp (-r ^ 2 / 8)

/-- The first derivative of a function multiplied by the correlation factor. -/
theorem deriv_dress (c : ℝ) {f : ℝ → ℝ} {r : ℝ} (hf : DifferentiableAt ℝ f r) :
    deriv (dress c f) r = c * f r + (1 + c * r) * deriv f r := by
  have hg : HasDerivAt (fun s : ℝ => 1 + c * s) c r :=
    (((hasDerivAt_id' r).const_mul c).const_add 1).congr_deriv (mul_one c)
  exact (hg.fun_mul hf.hasDerivAt).deriv

/-- The second derivative of a function multiplied by the correlation factor. -/
theorem deriv_deriv_dress (c : ℝ) {f : ℝ → ℝ} (hf : TwiceDifferentiable f)
    {r : ℝ} (hr : 0 < r) :
    deriv (deriv (dress c f)) r = 2 * c * deriv f r + (1 + c * r) * deriv (deriv f) r := by
  have hg : HasDerivAt (fun s : ℝ => 1 + c * s) c r :=
    (((hasDerivAt_id' r).const_mul c).const_add 1).congr_deriv (mul_one c)
  -- the first-derivative formula holds in a neighbourhood of r
  have hev : deriv (dress c f) =ᶠ[𝓝 r] fun s => c * f s + (1 + c * s) * deriv f s := by
    filter_upwards [Ioi_mem_nhds hr] with s hs
    exact deriv_dress c (hf s hs).1
  rw [hev.deriv_eq]
  have h := (((hf r hr).1.hasDerivAt.const_mul c).fun_add
    (hg.fun_mul (hf r hr).2.hasDerivAt)).deriv
  exact h.trans (by ring)

/-- Similarity transformation of the Hamiltonian by `1 + c r` adds a first-derivative term
and replaces the potential by the effective potential of slope `c`. -/
theorem hooke_dress_div {c : ℝ} (hc : 0 ≤ c) {f : ℝ → ℝ} (hf : TwiceDifferentiable f)
    {r : ℝ} (hr : 0 < r) :
    hooke (dress c f) r / (1 + c * r) =
      -deriv (deriv f) r - 2 * deriv f r / r - 2 * c * deriv f r / (1 + c * r)
        + effectivePotential c r * f r := by
  have h0 : 1 + c * r ≠ 0 := by positivity
  have hr0 : r ≠ 0 := hr.ne'
  unfold hooke effectivePotential
  rw [deriv_deriv_dress c hf hr, deriv_dress c (hf r hr).1]
  simp only [dress]
  field_simp
  ring

/-- Similarity transformation of the Hooke's atom Hamiltonian by `1 + r/2` gives the
transcorrelated Hamiltonian, whose potential has no `1/r` term. -/
theorem hooke_transcorrelated {f : ℝ → ℝ} (hf : TwiceDifferentiable f)
    {r : ℝ} (hr : 0 < r) :
    hooke (fun s => (1 + s / 2) * f s) r / (1 + r / 2) = tcHooke f r := by
  have hd : (fun s => (1 + s / 2) * f s) = dress (1 / 2) f := by
    funext s
    simp only [dress]
    ring
  have e1 : 1 + r / 2 = 1 + 1 / 2 * r := by ring
  have e2 : 1 + 1 / 2 * r = (2 + r) / 2 := by ring
  have e3 : (1 : ℝ) - 2 * (1 / 2) = 0 := by norm_num
  have h2 : 2 + r ≠ 0 := by positivity
  rw [hd, e1, hooke_dress_div (by norm_num) hf hr]
  unfold tcHooke effectivePotential
  -- the Coulomb coefficient 1 - 2c vanishes
  rw [e2, e3, zero_div]
  field_simp
  ring

/-- Among non-negative slopes, the effective potential is bounded on `0 < r ≤ 1` exactly
when the slope is `1/2`. -/
theorem effectivePotential_bounded_iff {c : ℝ} (hc : 0 ≤ c) :
    (∃ B, ∀ r, 0 < r → r ≤ 1 → |effectivePotential c r| ≤ B) ↔ c = 1 / 2 := by
  constructor
  · rintro ⟨B, hB⟩
    -- multiplying by r isolates the Coulomb coefficient
    obtain ⟨K, key⟩ : ∃ K, ∀ r, 0 < r → r ≤ 1 → |1 - 2 * c| ≤ r * K := by
      refine ⟨B + 1 + 2 * c ^ 2, fun r hr h1 => ?_⟩
      have hq0 : 0 ≤ 2 * c ^ 2 / (1 + c * r) := by positivity
      have hq1 : 2 * c ^ 2 / (1 + c * r) ≤ 2 * c ^ 2 :=
        div_le_self (by positivity) (by nlinarith [mul_nonneg hc hr.le])
      have hr2 : r ^ 2 ≤ 1 := by nlinarith
      have hcancel : r * ((1 - 2 * c) / r) = 1 - 2 * c := by field_simp
      have e : 1 - 2 * c =
          r * (effectivePotential c r - r ^ 2 / 16 - 2 * c ^ 2 / (1 + c * r)) := by
        unfold effectivePotential
        linear_combination -hcancel
      obtain ⟨hl, hu⟩ := abs_le.mp (hB r hr h1)
      rw [e, abs_mul, abs_of_pos hr]
      refine mul_le_mul_of_nonneg_left (abs_le.mpr ⟨?_, ?_⟩) hr.le
      · linarith
      · linarith [sq_nonneg r, sq_nonneg c]
    by_contra hne
    have ha : 0 < |1 - 2 * c| := abs_pos.mpr (fun h => hne (by linarith))
    have hK1 := key 1 one_pos le_rfl
    have hK : 0 < K := by linarith
    -- a sufficiently short distance contradicts the bound
    have hs := key (|1 - 2 * c| / (2 * K)) (by positivity)
      ((div_le_one (by positivity)).mpr (by linarith))
    have e : |1 - 2 * c| / (2 * K) * K = |1 - 2 * c| / 2 := by field_simp
    linarith
  · rintro rfl
    refine ⟨1, fun r hr h1 => ?_⟩
    have hq0 : 0 ≤ 2 * (1 / 2 : ℝ) ^ 2 / (1 + 1 / 2 * r) := by positivity
    have hq1 : 2 * (1 / 2 : ℝ) ^ 2 / (1 + 1 / 2 * r) ≤ 2 * (1 / 2 : ℝ) ^ 2 :=
      div_le_self (by positivity) (by linarith)
    have hr2 : r ^ 2 ≤ 1 := by nlinarith
    have e3 : (1 : ℝ) - 2 * (1 / 2) = 0 := by norm_num
    unfold effectivePotential
    rw [e3, zero_div]
    exact abs_le.mpr ⟨by linarith [sq_nonneg r], by linarith⟩

/-- The Gaussian has logarithmic derivative `-r/4`. -/
theorem hasDerivAt_gaussian (r : ℝ) : HasDerivAt gaussian (-(r / 4) * gaussian r) r := by
  have h1 : HasDerivAt (fun s : ℝ => -s ^ 2 / 8) (-(r / 4)) r := by
    have e : (fun s : ℝ => -s ^ 2 / 8) = fun s => -1 / 8 * (s * s) := by
      funext s
      ring
    rw [e]
    exact (((hasDerivAt_id' r).fun_mul (hasDerivAt_id' r)).const_mul (-1 / 8)).congr_deriv
      (by ring)
  exact h1.exp.congr_deriv (mul_comm _ _)

/-- The derivative of the Gaussian is itself differentiable, with the stated value. -/
theorem hasDerivAt_deriv_gaussian (r : ℝ) :
    HasDerivAt (deriv gaussian) ((r ^ 2 / 16 - 1 / 4) * gaussian r) r := by
  have e : deriv gaussian = fun s => -(s / 4) * gaussian s :=
    funext fun s => (hasDerivAt_gaussian s).deriv
  rw [e]
  exact ((((hasDerivAt_id' r).div_const 4).fun_neg).fun_mul
    (hasDerivAt_gaussian r)).congr_deriv (by ring)

/-- The Gaussian `exp(-r^2/8)` satisfies the transcorrelated eigenvalue equation with
eigenvalue `5/4` at every `r > 0`. -/
theorem tcHooke_gaussian {r : ℝ} (hr : 0 < r) :
    tcHooke gaussian r = 5 / 4 * gaussian r := by
  have h2 : 2 + r ≠ 0 := by positivity
  have hr0 : r ≠ 0 := hr.ne'
  unfold tcHooke
  rw [(hasDerivAt_deriv_gaussian r).deriv, (hasDerivAt_gaussian r).deriv]
  field_simp
  ring

/-- The function `(1 + r/2) exp(-r^2/8)` satisfies the original Hooke's atom eigenvalue
equation with eigenvalue `5/4` at every `r > 0`. -/
theorem hooke_eigenfunction {r : ℝ} (hr : 0 < r) :
    hooke (fun s => (1 + s / 2) * gaussian s) r = 5 / 4 * ((1 + r / 2) * gaussian r) := by
  have hg : TwiceDifferentiable gaussian := fun s _ =>
    ⟨(hasDerivAt_gaussian s).differentiableAt, (hasDerivAt_deriv_gaussian s).differentiableAt⟩
  have h0 : 1 + r / 2 ≠ 0 := by positivity
  -- undo the similarity transformation
  have h := (div_eq_iff h0).mp ((hooke_transcorrelated hg hr).trans (tcHooke_gaussian hr))
  exact h.trans (by ring)

end

end HookeTranscorrelation
```

```lean
#print axioms HookeTranscorrelation.hooke_transcorrelated
#print axioms HookeTranscorrelation.effectivePotential_bounded_iff
#print axioms HookeTranscorrelation.hooke_eigenfunction
```

```
'HookeTranscorrelation.hooke_transcorrelated' depends on axioms: [propext, Classical.choice, Quot.sound]
'HookeTranscorrelation.effectivePotential_bounded_iff' depends on axioms: [propext, Classical.choice, Quot.sound]
'HookeTranscorrelation.hooke_eigenfunction' depends on axioms: [propext, Classical.choice, Quot.sound]
```

## How the proof follows the calculation

`deriv_dress` is the product rule for $g'$. `deriv_deriv_dress` needs more care, because the derivative of `deriv (dress c f)` at `r` depends on that function near `r`, not only at `r`. The step `hev` therefore shows that the formula for $g'$ holds throughout a neighbourhood of `r`, using the fact that the positive half-line is a neighbourhood of each of its points. The product rule is then applied a second time.

In `hooke_dress_div`, `positivity` shows that $1+cr$ is nonzero. The two derivative formulas are substituted, and `field_simp` and `ring` clear the denominators and compare the two sides, which covers the partial-fraction step above.

`hooke_transcorrelated` first recognises $(1+s/2)f(s)$ as `dress (1 / 2) f` and applies the general theorem. The equation `e3` records that $1-2c$ is zero at this slope, so the Coulomb term disappears. The remaining algebra turns $1+r/2$ into $(2+r)/2$.

In `effectivePotential_bounded_iff`, the forward direction obtains the constant `K` and the inequality `key`, which is $|1-2c|\le rK$. It then uses `key` twice: at $r=1$ to show that `K` is positive, and at $r=|1-2c|/(2K)$ to reach the contradiction. The reverse direction uses the bound 1.

`hasDerivAt_gaussian` and `hasDerivAt_deriv_gaussian` supply $\varphi'$ and $\varphi''$, and `tcHooke_gaussian` inserts them and simplifies to $5/4$. Finally, `hooke_eigenfunction` checks that the Gaussian is twice differentiable, chains `hooke_transcorrelated` with `tcHooke_gaussian`, and uses `div_eq_iff` to multiply back by $1+r/2$. The original eigenvalue equation is thus obtained through the transformation, without differentiating the correlated function afresh.
